# With a Gershgorin window, the real eigenvalues of (b − H)/(b − a) lie in [0, 1]

## Can row sums alone keep the starting occupations between 0 and 1?

Take two sites with zero site energies and a hopping element t > 0. The Hamiltonian H has rows (0, t) and (t, 0), and its energies are −t and t. Each row has off-diagonal absolute sum t, so the row sums alone suggest the window [−t, t]. The matrix (t − H)/(2t) then has eigenvalue 1 on the lower state (1, −1)/√2 and 0 on the upper state (1, 1)/√2. Density-matrix purification can start from such a matrix, and its eigenvalues are the starting occupations.

For a larger matrix I don't know the energies, but I can still sum the rows. If a window [a, b] with a < b contains H_ii − r_i and H_ii + r_i for every i, where r_i is the sum of |H_ij| over j ≠ i, I believe that every real eigenvalue of (b − H)/(b − a) lies in [0, 1]. Can this be made rigorous and checked by machine?

## The largest component of the eigenvector settles it

Yes, and H need not be symmetric. Let Hv = ev with v real and nonzero, and choose i so that |v_i| is largest. Then |v_i| > 0. Row i of the eigenvalue equation, with the diagonal term moved across, reads

(e − H_ii) v_i = Σ_{j≠i} H_ij v_j.

Taking absolute values and using |v_j| ≤ |v_i| gives

|e − H_ii| |v_i| ≤ Σ_{j≠i} |H_ij| |v_j| ≤ r_i |v_i|.

Dividing by |v_i| gives |e − H_ii| ≤ r_i, and therefore

a ≤ H_ii − r_i ≤ e ≤ H_ii + r_i ≤ b.

Now let P = (b − H)/(b − a) and Pv = xv. Since (b − a)Pv = bv − Hv, the same v is an eigenvector of H with energy

e = b − (b − a)x.

So (b − a)x = b − e, which lies between 0 and b − a. Dividing by b − a > 0 gives 0 ≤ x ≤ 1. Low energies go to high occupations.

For symmetric H there is a bound for every real vector v, not only for eigenvectors. From |v_i v_j| ≤ (v_i² + v_j²)/2,

|v·Hv − Σ_i H_ii v_i²| ≤ ½ Σ_i Σ_{j≠i} |H_ij| (v_i² + v_j²) = Σ_i r_i v_i².

The last step exchanges i and j in the v_j² term and uses |H_ij| = |H_ji|. The window condition then gives

a v·v ≤ v·Hv ≤ b v·v,

and since (b − a) v·Pv = b v·v − v·Hv, it follows that 0 ≤ v·Pv ≤ v·v.

Here is the complete Lean file.

```lean
import Mathlib

open Matrix

namespace GershgorinPurification

variable {n : Type*} [Fintype n] [DecidableEq n]

/-- The off-diagonal absolute row sum `r_i` of a Hamiltonian matrix. -/
def offDiagRadius (H : Matrix n n ℝ) (i : n) : ℝ :=
  ∑ j ∈ Finset.univ.erase i, |H i j|

/-- The energy window `[a, b]` contains every interval `[H_ii - r_i, H_ii + r_i]`. -/
def IsWindow (H : Matrix n n ℝ) (a b : ℝ) : Prop :=
  ∀ i, a ≤ H i i - offDiagRadius H i ∧ H i i + offDiagRadius H i ≤ b

/-- The nonzero vector `v` is an eigenvector of `M` with real eigenvalue `x`. -/
def IsEigenpair (M : Matrix n n ℝ) (x : ℝ) (v : n → ℝ) : Prop :=
  v ≠ 0 ∧ M *ᵥ v = x • v

/-- `P` is a starting density matrix for the window `[a, b]`: `(b - a) P = b - H`. -/
def IsInitialGuess (H : Matrix n n ℝ) (a b : ℝ) (P : Matrix n n ℝ) : Prop :=
  (b - a) • P = b • (1 : Matrix n n ℝ) - H

omit [Fintype n] in
/-- For `a ≠ b` the starting density matrix is exactly `(b - H) / (b - a)`. -/
theorem isInitialGuess_iff {H P : Matrix n n ℝ} {a b : ℝ} (hab : a ≠ b) :
    IsInitialGuess H a b P ↔ P = (b - a)⁻¹ • (b • (1 : Matrix n n ℝ) - H) := by
  have hne : b - a ≠ 0 := sub_ne_zero.mpr hab.symm
  unfold IsInitialGuess
  constructor
  · intro h
    rw [← h, smul_smul, inv_mul_cancel₀ hne, one_smul]
  · intro h
    rw [h, smul_smul, mul_inv_cancel₀ hne, one_smul]

/-- Gershgorin's theorem for real eigenvalues: each one lies within `r_i` of some
diagonal element `H_ii`. -/
theorem gershgorin {H : Matrix n n ℝ} {e : ℝ} {v : n → ℝ} (h : IsEigenpair H e v) :
    ∃ i, |e - H i i| ≤ offDiagRadius H i := by
  obtain ⟨hv, hHv⟩ := h
  obtain ⟨k, hk⟩ := Function.ne_iff.mp hv
  have : Nonempty n := ⟨k⟩
  -- take the row of the largest component of the eigenvector
  obtain ⟨i, hi⟩ := Finite.exists_max (fun j => |v j|)
  have hpos : 0 < |v i| := lt_of_lt_of_le (abs_pos.mpr hk) (hi k)
  have row : ∑ j, H i j * v j = e * v i := congrFun hHv i
  have split : H i i * v i + ∑ j ∈ Finset.univ.erase i, H i j * v j
      = ∑ j, H i j * v j :=
    Finset.add_sum_erase _ (fun j => H i j * v j) (Finset.mem_univ i)
  refine ⟨i, le_of_mul_le_mul_right ?_ hpos⟩
  calc |e - H i i| * |v i| = |∑ j ∈ Finset.univ.erase i, H i j * v j| := by
        rw [← abs_mul]
        congr 1
        linear_combination -split - row
    _ ≤ ∑ j ∈ Finset.univ.erase i, |H i j * v j| := Finset.abs_sum_le_sum_abs _ _
    _ ≤ ∑ j ∈ Finset.univ.erase i, |H i j| * |v i| :=
        Finset.sum_le_sum fun j _ => by
          rw [abs_mul]
          exact mul_le_mul_of_nonneg_left (hi j) (abs_nonneg _)
    _ = offDiagRadius H i * |v i| := by rw [offDiagRadius, Finset.sum_mul]

/-- The starting density matrix acts on a vector as `(b - a) P v = b v - H v`. -/
theorem guess_mulVec {H P : Matrix n n ℝ} {a b : ℝ} (hP : IsInitialGuess H a b P)
    (v : n → ℝ) : (b - a) • (P *ᵥ v) = b • v - H *ᵥ v := by
  rw [← Matrix.smul_mulVec, hP, Matrix.sub_mulVec, Matrix.smul_mulVec, Matrix.one_mulVec]

/-- For `a ≠ b`, a vector has eigenvalue `x` for the starting density matrix exactly when it has
energy `b - (b - a) x` for the Hamiltonian. -/
theorem guess_eigenpair_iff {H P : Matrix n n ℝ} {a b x : ℝ} {v : n → ℝ} (hab : a ≠ b)
    (hP : IsInitialGuess H a b P) :
    IsEigenpair P x v ↔ IsEigenpair H (b - (b - a) * x) v := by
  have hne : b - a ≠ 0 := sub_ne_zero.mpr hab.symm
  have key := guess_mulVec hP v
  constructor
  · rintro ⟨hv, h⟩
    rw [h] at key
    exact ⟨hv, by linear_combination (norm := module) key⟩
  · rintro ⟨hv, h⟩
    have h2 : (b - a) • (P *ᵥ v) = (b - a) • (x • v) := by
      rw [key, h]
      module
    refine ⟨hv, ?_⟩
    ext i
    exact mul_left_cancel₀ hne (congrFun h2 i)

/-- Every real eigenvalue of the starting density matrix `(b - H) / (b - a)` lies in
`[0, 1]` when `[a, b]` contains all the intervals `[H_ii - r_i, H_ii + r_i]`. -/
theorem guess_eigenvalue_mem_Icc {H P : Matrix n n ℝ} {a b x : ℝ} {v : n → ℝ}
    (hab : a < b) (hw : IsWindow H a b) (hP : IsInitialGuess H a b P)
    (hx : IsEigenpair P x v) : x ∈ Set.Icc (0 : ℝ) 1 := by
  obtain ⟨i, hi⟩ := gershgorin ((guess_eigenpair_iff hab.ne hP).mp hx)
  obtain ⟨h1, h2⟩ := abs_le.mp hi
  obtain ⟨ha, hb⟩ := hw i
  have hpos : 0 < b - a := sub_pos.mpr hab
  exact ⟨le_of_mul_le_mul_left (by linarith) hpos,
    le_of_mul_le_mul_left (by linarith) hpos⟩

/-- For a symmetric Hamiltonian the off-diagonal part of the quadratic form `v·Hv` is at
most `∑ r_i v_i²` in absolute value. -/
theorem abs_offDiag_form_le {H : Matrix n n ℝ} (hH : H.IsSymm) (v : n → ℝ) :
    |v ⬝ᵥ H *ᵥ v - ∑ i, H i i * v i ^ 2| ≤ ∑ i, offDiagRadius H i * v i ^ 2 := by
  -- K is the off-diagonal part of H
  obtain ⟨K, h0, hK, hs⟩ : ∃ K : n → n → ℝ, (∀ i, K i i = 0) ∧
      (∀ i j, j ≠ i → K i j = H i j) ∧ ∀ i j, K i j = K j i := by
    refine ⟨fun i j => if j = i then 0 else H i j, fun i => if_pos rfl,
      fun i j h => if_neg h, fun i j => ?_⟩
    by_cases h : j = i
    · subst h
      rfl
    · simp only [if_neg h, if_neg (Ne.symm h)]
      exact (hH.apply i j).symm
  have hr : ∀ i, offDiagRadius H i = ∑ j, |K i j| := fun i => by
    have s : |K i i| + ∑ j ∈ Finset.univ.erase i, |K i j| = ∑ j, |K i j| :=
      Finset.add_sum_erase _ (fun j => |K i j|) (Finset.mem_univ i)
    rw [← s, h0 i, abs_zero, zero_add, offDiagRadius]
    exact Finset.sum_congr rfl fun j hj => by rw [hK i j (Finset.ne_of_mem_erase hj)]
  have hq : v ⬝ᵥ H *ᵥ v - ∑ i, H i i * v i ^ 2 = ∑ i, ∑ j, K i j * (v i * v j) := by
    have hd : v ⬝ᵥ H *ᵥ v = ∑ i, v i * ∑ j, H i j * v j := rfl
    rw [hd, ← Finset.sum_sub_distrib]
    refine Finset.sum_congr rfl fun i _ => ?_
    have s1 : H i i * v i + ∑ j ∈ Finset.univ.erase i, H i j * v j
        = ∑ j, H i j * v j :=
      Finset.add_sum_erase _ (fun j => H i j * v j) (Finset.mem_univ i)
    have s2 : K i i * (v i * v i) + ∑ j ∈ Finset.univ.erase i, K i j * (v i * v j)
        = ∑ j, K i j * (v i * v j) :=
      Finset.add_sum_erase _ (fun j => K i j * (v i * v j)) (Finset.mem_univ i)
    have s3 : ∑ j ∈ Finset.univ.erase i, K i j * (v i * v j)
        = v i * ∑ j ∈ Finset.univ.erase i, H i j * v j := by
      rw [Finset.mul_sum]
      exact Finset.sum_congr rfl fun j hj => by
        rw [hK i j (Finset.ne_of_mem_erase hj)]
        ring
    rw [← s1, ← s2, h0 i, s3]
    ring
  have hswap : ∑ i, ∑ j, |K i j| * v j ^ 2 = ∑ i, ∑ j, |K i j| * v i ^ 2 := by
    rw [Finset.sum_comm]
    exact Finset.sum_congr rfl fun i _ => Finset.sum_congr rfl fun j _ => by rw [hs j i]
  have hR : ∑ i, offDiagRadius H i * v i ^ 2 = ∑ i, ∑ j, |K i j| * v i ^ 2 := by
    simp only [hr, Finset.sum_mul]
  rw [hq]
  -- bound each product by the mean of the squares, then use symmetry
  calc |∑ i, ∑ j, K i j * (v i * v j)|
      ≤ ∑ i, ∑ j, |K i j| * ((v i ^ 2 + v j ^ 2) / 2) := by
        refine (Finset.abs_sum_le_sum_abs _ _).trans (Finset.sum_le_sum fun i _ =>
          (Finset.abs_sum_le_sum_abs _ _).trans (Finset.sum_le_sum fun j _ => ?_))
        rw [abs_mul]
        refine mul_le_mul_of_nonneg_left ?_ (abs_nonneg _)
        exact abs_le.mpr ⟨by nlinarith [sq_nonneg (v i + v j)],
          by nlinarith [sq_nonneg (v i - v j)]⟩
    _ = (∑ i, ∑ j, |K i j| * v i ^ 2 + ∑ i, ∑ j, |K i j| * v j ^ 2) / 2 := by
        rw [← Finset.sum_add_distrib, Finset.sum_div]
        refine Finset.sum_congr rfl fun i _ => ?_
        rw [← Finset.sum_add_distrib, Finset.sum_div]
        exact Finset.sum_congr rfl fun j _ => by ring
    _ = ∑ i, offDiagRadius H i * v i ^ 2 := by
        rw [hswap, hR]
        ring

/-- For a symmetric Hamiltonian the starting density matrix satisfies `0 ≤ v·Pv ≤ v·v` for every
real vector `v`, when `a < b` and `[a, b]` contains all the intervals `[H_ii - r_i, H_ii + r_i]`. -/
theorem guess_form_bounds {H P : Matrix n n ℝ} {a b : ℝ} (hH : H.IsSymm) (hab : a < b)
    (hw : IsWindow H a b) (hP : IsInitialGuess H a b P) (v : n → ℝ) :
    0 ≤ v ⬝ᵥ P *ᵥ v ∧ v ⬝ᵥ P *ᵥ v ≤ v ⬝ᵥ v := by
  have hpos : 0 < b - a := sub_pos.mpr hab
  have key : (b - a) * (v ⬝ᵥ P *ᵥ v) = b * (v ⬝ᵥ v) - v ⬝ᵥ H *ᵥ v := by
    have h := congrArg (fun w => v ⬝ᵥ w) (guess_mulVec hP v)
    simpa only [dotProduct_smul, dotProduct_sub, smul_eq_mul] using h
  obtain ⟨h1, h2⟩ := abs_le.mp (abs_offDiag_form_le hH v)
  have hvv : v ⬝ᵥ v = ∑ i, v i ^ 2 :=
    Finset.sum_congr rfl fun i _ => (sq (v i)).symm
  have hb : ∑ i, H i i * v i ^ 2 + ∑ i, offDiagRadius H i * v i ^ 2 ≤ b * (v ⬝ᵥ v) := by
    rw [hvv, Finset.mul_sum, ← Finset.sum_add_distrib]
    exact Finset.sum_le_sum fun i _ => by nlinarith [(hw i).2, sq_nonneg (v i)]
  have ha : a * (v ⬝ᵥ v) ≤ ∑ i, H i i * v i ^ 2 - ∑ i, offDiagRadius H i * v i ^ 2 := by
    rw [hvv, Finset.mul_sum, ← Finset.sum_sub_distrib]
    exact Finset.sum_le_sum fun i _ => by nlinarith [(hw i).1, sq_nonneg (v i)]
  exact ⟨le_of_mul_le_mul_left (by linarith) hpos,
    le_of_mul_le_mul_left (by linarith) hpos⟩

/-- The two-site Hamiltonian with zero site energies and hopping element `t`. -/
def dimer (t : ℝ) : Matrix (Fin 2) (Fin 2) ℝ := !![0, t; t, 0]

/-- For the two-site Hamiltonian with `t > 0`, `[-t, t]` is an admissible window and the
starting density matrix has both eigenvalues `1` and `0`. -/
theorem dimer_sharp {t : ℝ} (ht : 0 < t) {P : Matrix (Fin 2) (Fin 2) ℝ}
    (hP : IsInitialGuess (dimer t) (-t) t P) :
    IsWindow (dimer t) (-t) t ∧ IsEigenpair P 1 ![1, -1] ∧ IsEigenpair P 0 ![1, 1] := by
  have hlt : -t < t := by linarith
  have hne : -t ≠ t := hlt.ne
  have e0 : (Finset.univ : Finset (Fin 2)).erase 0 = {1} := by decide
  have e1 : (Finset.univ : Finset (Fin 2)).erase 1 = {0} := by decide
  have r0 : offDiagRadius (dimer t) 0 = t := by
    rw [offDiagRadius, e0, Finset.sum_singleton]
    simp [dimer, abs_of_pos ht]
  have r1 : offDiagRadius (dimer t) 1 = t := by
    rw [offDiagRadius, e1, Finset.sum_singleton]
    simp [dimer, abs_of_pos ht]
  refine ⟨Fin.forall_fin_two.mpr ⟨?_, ?_⟩, ?_, ?_⟩
  · rw [r0]
    simp [dimer]
  · rw [r1]
    simp [dimer]
  · rw [guess_eigenpair_iff hne hP, show t - (t - -t) * 1 = -t by ring]
    refine ⟨fun h => by simpa using congrFun h 0, ?_⟩
    ext i
    fin_cases i <;> simp [dimer, Matrix.mulVec, dotProduct, Fin.sum_univ_succ]
  · rw [guess_eigenpair_iff hne hP, show t - (t - -t) * 0 = t by ring]
    refine ⟨fun h => by simpa using congrFun h 0, ?_⟩
    ext i
    fin_cases i <;> simp [dimer, Matrix.mulVec, dotProduct, Fin.sum_univ_succ]

end GershgorinPurification
```

```lean
#print axioms GershgorinPurification.gershgorin
-- 'GershgorinPurification.gershgorin' depends on axioms: [propext, Classical.choice, Quot.sound]
#print axioms GershgorinPurification.guess_eigenvalue_mem_Icc
-- 'GershgorinPurification.guess_eigenvalue_mem_Icc' depends on axioms: [propext, Classical.choice, Quot.sound]
#print axioms GershgorinPurification.guess_form_bounds
-- 'GershgorinPurification.guess_form_bounds' depends on axioms: [propext, Classical.choice, Quot.sound]
#print axioms GershgorinPurification.dimer_sharp
-- 'GershgorinPurification.dimer_sharp' depends on axioms: [propext, Classical.choice, Quot.sound]
```

## What the Lean statements say about H and P

The index type `n` is any finite set of basis functions, and `H : Matrix n n ℝ` is a real one-electron Hamiltonian, taken in an orthonormal basis. Such a Hamiltonian is symmetric, but only `abs_offDiag_form_le` and `guess_form_bounds` assume this. `offDiagRadius H i` is r_i, and `IsWindow H a b` is the condition on [a, b]. It involves only matrix elements, so it can be checked without knowing the spectrum. `IsEigenpair M x v` says that v is nonzero and Mv = xv, with x and v real.

`IsInitialGuess H a b P` characterises P by (b − a)P = b·1 − H, and `isInitialGuess_iff` identifies it with the explicit quotient when a ≠ b. If a = b, the window condition forces H = b·1 and the equation then leaves P arbitrary, so the hypothesis `a < b` does real work.

The main theorem is `guess_eigenvalue_mem_Icc`. The lemma `gershgorin` treats real eigenvalues of real matrices, so the discs of Gershgorin's theorem in the complex plane appear here only as intervals on the real line. Complex Hermitian Hamiltonians and complex eigenvalues of a non-symmetric H are not covered, nor is the purification iteration itself.

## How the proof follows the derivation

In `gershgorin`, `row` is the eigenvalue equation in row i and `split` separates its diagonal term. The `calc` block is the chain of inequalities, and `le_of_mul_le_mul_right` cancels |v_i|.

The argument turns on `Finite.exists_max`, which says that a function from a nonempty finite type to a linear order attains its maximum. Applied to `fun j => |v j|`, it returns an index `i` and the bound `hi`, which states |v_j| ≤ |v_i| for all j. The nonzero eigenvector supplies a component `k` with v_k ≠ 0. This shows that `n` is nonempty, and `hi k` then makes |v_i| strictly positive. The same `hi` bounds every term of the row sum.

`guess_mulVec` gives the action of P on a vector, and `guess_eigenpair_iff` converts eigenpairs of P to those of H and back. The main theorem combines these with the window condition, and `linarith` proves the two bounds after multiplication by b − a.

For the quadratic form, `abs_offDiag_form_le` introduces `K`, the off-diagonal part of H. The squares (v_i ± v_j)² ≥ 0 give the bound on each product, and `hswap` is the exchange of i and j. `guess_form_bounds` carries the result over to P. Finally, `dimer_sharp` confirms the two-site example with unnormalised eigenvectors, so neither end of [0, 1] can be tightened in general.

## The window in a purification code

For a real symmetric one-electron Hamiltonian matrix in an orthonormal basis, this bound provides a safe start for density-matrix purification without diagonalisation. A code makes one pass over the stored elements of H, accumulates H_ii and r_i for each row, and takes a as the smallest H_ii − r_i and b as the largest H_ii + r_i. If the two coincide, H is a multiple of the identity and the window has to be widened.

In grand-canonical purification with the map P → 3P² − 2P³, eigenvalues in [0, 1] above ½ move towards 1 and those below ½ towards 0. To put the dividing line at the chemical potential μ, let s be the larger of b − μ and μ − a, and use the window [μ − s, μ + s]. It contains [a, b], so the theorem still applies, and the starting matrix becomes

P = ½·1 + (μ·1 − H)/(2s).
